# Ising evolution without a transverse field multiplies each z-basis amplitude by a phase

The theorem `evolve_apply` concerns a finite number of spins-1/2 whose Hamiltonian is a sum over pairs of real couplings times the product of the two spins' z components, with no field term. It states that after any real time t, with ħ = 1, the amplitude of a z-basis configuration s is its initial amplitude times exp(−itE(s)), where E(s) is the classical Ising energy of s. The initial state is any complex vector, normalised or not. The proof writes the Hamiltonian as a diagonal matrix, moves the exponential onto the function that gives the diagonal entries, and then tries to evaluate that exponential at s.

The first attempt, which Lean rejects:

```lean
import Mathlib

open Matrix NormedSpace

namespace EvolveApply

noncomputable section

/-- A configuration of `N` spins-1/2 in the z basis: `0` is up, `1` is down. -/
abbrev Config (N : ℕ) := Fin N → Fin 2

/-- The z component of a single spin: `1/2` for up and `-1/2` for down. -/
def mz : Fin 2 → ℝ := ![1/2, -1/2]

/-- The one-spin operator Sz. -/
def sZ : Matrix (Fin 2) (Fin 2) ℂ := diagonal fun i => (mz i : ℂ)

variable {N : ℕ}

/-- The one-spin operator `A` acting on spin `a`, with the identity on all other spins. -/
def onSite (a : Fin N) (A : Matrix (Fin 2) (Fin 2) ℂ) : Matrix (Config N) (Config N) ℂ :=
  Matrix.of fun s r => ∑ x, if r = Function.update s a x then A (s a) x else 0

/-- The Ising Hamiltonian: the sum over pairs `a < b` of `g a b` times Saz Sbz. -/
def isingH (g : Fin N → Fin N → ℝ) : Matrix (Config N) (Config N) ℂ :=
  ∑ a, ∑ b with a < b, (g a b : ℂ) • (onSite a sZ * onSite b sZ)

/-- The state `exp(-itH) ψ` reached from `ψ` after time `t`. -/
def evolve (g : Fin N → Fin N → ℝ) (t : ℝ) (ψ : Config N → ℂ) : Config N → ℂ :=
  NormedSpace.exp ((-(Complex.I * t)) • isingH g) *ᵥ ψ

/-- The classical Ising energy of a configuration. -/
def energy (g : Fin N → Fin N → ℝ) (s : Config N) : ℝ :=
  ∑ a, ∑ b with a < b, g a b * (mz (s a) * mz (s b))

/-- In the z basis the Ising Hamiltonian is diagonal, with the classical energies as entries. -/
theorem isingH_eq_diagonal (g : Fin N → Fin N → ℝ) :
    isingH g = diagonal fun s => (energy g s : ℂ) := by
  have hz : ∀ a : Fin N, onSite a sZ = diagonal fun s => (mz (s a) : ℂ) := by
    intro a
    ext s r
    simp only [onSite, of_apply]
    rw [Finset.sum_eq_single (s a)]
    · rw [Function.update_eq_self]
      by_cases h : s = r
      · subst h
        simp [sZ]
      · simp [h, Ne.symm h]
    · intro x _ hx
      simp [sZ, diagonal_apply_ne _ hx.symm]
    · simp
  ext s r
  by_cases h : s = r
  · subst h
    simp [isingH, energy, hz, Matrix.sum_apply]
  · simp [isingH, hz, Matrix.sum_apply, h]

/-- Under the Ising evolution each z-basis amplitude only acquires the phase of its energy. -/
theorem evolve_apply (g : Fin N → Fin N → ℝ) (t : ℝ) (ψ : Config N → ℂ) (s : Config N) :
    evolve g t ψ s = Complex.exp (-(Complex.I * t) * energy g s) * ψ s := by
  rw [evolve, isingH_eq_diagonal, ← diagonal_smul, Matrix.exp_diagonal, mulVec_diagonal,
    Pi.exp_apply, ← Complex.exp_eq_exp_ℂ, Pi.smul_apply, smul_eq_mul]

end

end EvolveApply
```

Lean reports:

```
Main.lean:62:4: error(lean.unknownIdentifier): Unknown identifier `Pi.exp_apply`
Main.lean:60:74: error: unsolved goals
N : ℕ
g : Fin N → Fin N → ℝ
t : ℝ
ψ : Config N → ℂ
s : Config N
⊢ exp (-(Complex.I * ↑t) • fun s => ↑(energy g s)) s * ψ s = Complex.exp (-(Complex.I * ↑t) * ↑(energy g s)) * ψ s
```

The first message says that Lean knows no `Pi.exp_apply`, the name the proof gives for the step that evaluates the exponential of a function at a point. The second shows the goal where the `rw` stopped, just after `mulVec_diagonal`. On the left, a function of configurations is exponentiated and then evaluated at `s`, while the right has the complex exponential of a number.

The repair proves the missing step as `hexp`: exponentiating a function and then evaluating at `s` gives the exponential of its value at `s`. This follows from `NormedSpace.map_exp`, because evaluation at `s` is a ring homomorphism (`Pi.evalRingHom`) and is continuous (`continuous_apply`). With `hexp` in place of the unknown name, the exponential acts on a complex number, so `← Complex.exp_eq_exp_ℂ` can turn it into `Complex.exp`. The last two rewrites, unchanged, turn the scalar multiple in the exponent into the product on the right. The added comment only explains `hexp`.

The repair, with which the file compiles:

```diff
@@ -59,6 +59,9 @@
 theorem evolve_apply (g : Fin N → Fin N → ℝ) (t : ℝ) (ψ : Config N → ℂ) (s : Config N) :
     evolve g t ψ s = Complex.exp (-(Complex.I * t) * energy g s) * ψ s := by
+  -- evaluation at `s` is a continuous ring homomorphism, so it commutes with the exponential
+  have hexp : ∀ f : Config N → ℂ, NormedSpace.exp f s = NormedSpace.exp (f s) := fun f =>
+    NormedSpace.map_exp (Pi.evalRingHom (fun _ : Config N => ℂ) s) (continuous_apply s) f
   rw [evolve, isingH_eq_diagonal, ← diagonal_smul, Matrix.exp_diagonal, mulVec_diagonal,
-    Pi.exp_apply, ← Complex.exp_eq_exp_ℂ, Pi.smul_apply, smul_eq_mul]
+    hexp, ← Complex.exp_eq_exp_ℂ, Pi.smul_apply, smul_eq_mul]
 
 end
```
